# A spin-half rotation is conjugate to its negative in SU(2) exactly when its trace vanishes

Turn an electron through \(2\pi\) and its spinor changes sign. Each proper rotation of a molecule or crystal therefore corresponds to two spin matrices, \(U\) and \(-U\), and the double group contains both. To set up its character table one has to know whether \(U\) and \(-U\) lie in the same conjugacy class or in two different ones.

## The trace test and the orthogonal axis

SU(2) is the group of unitary complex \(2\times2\) matrices of determinant 1. Number the Cartesian components \(x,y,z\) as 0, 1, 2. For a real vector \(n=(n_0,n_1,n_2)\), with \(\sigma\) the Pauli matrices, define

\[
H(n)=-i\,n\cdot\sigma=-i\begin{pmatrix} n_2 & n_0-i n_1\\ n_0+i n_1 & -n_2\end{pmatrix}.
\]

When \(n\) is a unit vector, \(H(n)\) is the spin-half rotation by \(\pi\) about \(n\), a half turn. There are three statements about conjugation.

- For \(U\) in SU(2), some \(V\) in SU(2) gives \(VUV^\dagger=-U\) exactly when \(\operatorname{tr}U=0\).
- For a unit vector \(n\), an element \(V\) of SU(2) gives \(VH(n)V^\dagger=-H(n)\) exactly when \(V=H(m)\) with \(m\) a unit vector orthogonal to \(n\).
- If \(V\) must come from a subgroup \(G\) of SU(2), then \(U\) can be carried to \(-U\) exactly when \(U\) is a half turn and \(G\) contains a half turn about an orthogonal axis.

The third statement is the Opechowski rule for double groups of proper rotations.

## Class merging in symmetry codes

A program that labels spin-orbit-coupled bands or orbitals by the double group of a finite group of proper rotations can use this criterion to decide whether \(U\) and \(-U\) share a class, instead of conjugating \(U\) by every element. A vanishing trace alone is not enough there: the group must also contain a half turn about an orthogonal axis.

The rule also gives a check on computed characters. In a representation where \(-1\) acts as \(-1\), a half turn with an orthogonal partner in the group has character zero. A nonzero value beyond rounding error signals a mistake, such as an incomplete set of degenerate states. A wrong overall sign of the matrix goes unnoticed, because its trace is still zero. For bands, the group must consist of the rotations that keep the wave vector, up to a reciprocal lattice vector; an orthogonal half turn that changes the wave vector does not count. The check also assumes that the symmetry matrices multiply as in the double group. At the zone boundary of a crystal with screw axes, translations can add phase factors to the products, and the character then need not vanish.

## From the anticommutator to the characters

**The form of an SU(2) matrix.** For real \(a\) and a real vector \(b\),

\[
a+H(b)=\begin{pmatrix} a-i b_2 & -b_1-i b_0\\ b_1-i b_0 & a+i b_2\end{pmatrix},
\qquad
\det\bigl(a+H(b)\bigr)=a^2+b\cdot b .
\]

If \(V\) is in SU(2), then \(V^\dagger=V^{-1}\), and because \(\det V=1\) the inverse is the adjugate. Comparing entries gives \(V_{11}=V_{00}^*\) and \(V_{01}=-V_{10}^*\). This is the matrix above with

\[
a=\operatorname{Re}V_{00},\quad b_0=-\operatorname{Im}V_{10},\quad b_1=\operatorname{Re}V_{10},\quad b_2=-\operatorname{Im}V_{00},
\]

and the determinant gives \(a^2+b\cdot b=1\). Conversely, the adjugate of \(a+H(b)\) is its adjoint, so \(a^2+b\cdot b=1\) makes it unitary with determinant 1.

**Traceless elements.** Since \(\operatorname{tr}(a+H(b))=2a\), an element of SU(2) is traceless exactly when it is \(H(b)\) with \(b\cdot b=1\).

**The conjugating element.** Let \(n\cdot n=1\) and \(V=a+H(b)\) in SU(2). Multiplying \(VH(n)V^\dagger=-H(n)\) on the right by \(V\) turns it into \(VH(n)+H(n)V=0\). From \((b\cdot\sigma)(n\cdot\sigma)+(n\cdot\sigma)(b\cdot\sigma)=2\,b\cdot n\) one gets

\[
VH(n)+H(n)V=-2\,b\cdot n+2a\,H(n).
\]

By the determinant formula, the right-hand side has determinant \(4(b\cdot n)^2+4a^2\). If the matrix vanishes, so does this sum of squares, hence \(a=0\) and \(b\cdot n=0\), and normalisation leaves \(b\cdot b=1\). Conversely, if \(V=H(m)\) with \(m\cdot n=0\), the anticommutator is zero and \(V\) reverses the sign of \(H(n)\).

**The trace test.** If \(VUV^\dagger=-U\), taking traces gives \(\operatorname{tr}U=-\operatorname{tr}U\), so \(\operatorname{tr}U=0\). If \(\operatorname{tr}U=0\), then \(U=H(n)\) for a unit vector \(n\), and an orthogonal unit vector is needed. Take \(m=(1,0,0)\) if \(n_0=0\), and otherwise

\[
m=\frac{(-n_1,\,n_0,\,0)}{\sqrt{n_0^2+n_1^2}} .
\]

Then \(V=H(m)\) does the conjugation.

**Subgroups and characters.** For a subgroup \(G\) the same argument applies, with \(V\) required to lie in \(G\). Now let \(\rho\) be a matrix representation of \(G\) with \(\rho(-1)=-1\), and let \(U=H(n)\) and \(V=H(m)\) be in \(G\) with \(m\cdot n=0\). From \(VU=-UV\) follows \(\rho(V)\rho(U)\rho(V)^{-1}=-\rho(U)\). The trace of the left side is \(\operatorname{tr}\rho(U)\), so the character equals its own negative and vanishes.

## Groups of order four and eight

Let \(U=H(0,0,1)=\operatorname{diag}(-i,i)\) and \(G=\{1,-1,U,-U\}\). This group is abelian, so \(U\) and \(-U\) are in different classes although \(\operatorname{tr}U=0\). The upper left matrix entry is a one-dimensional representation that sends \(-1\) to \(-1\) and gives \(U\) the character \(-i\). Without the orthogonal half turn in \(G\), the classes do not merge, and the character of \(U\) need not vanish in every representation with \(\rho(-1)=-1\).

The smallest group with an orthogonal pair has eight elements: \(\pm1\) and \(\pm H\) along each of the three coordinate axes. Each pair \(\pm H\) forms one class, which gives five classes with \(\{1\}\) and \(\{-1\}\). The spin-half representation has characters \(2,-2,0,0,0\) on them. The trivial representation has character 1 everywhere, which shows why the character result needs \(\rho(-1)=-1\).

## The Lean file

```lean
import Mathlib

open Matrix

namespace OpechowskiRule

noncomputable section

/-- The group SU(2) of spin-half rotations, as complex 2 x 2 matrices. -/
abbrev SU2 := Matrix.specialUnitaryGroup (Fin 2) ℂ

/-- The matrix `-i n·σ`; for a unit vector `n` it is the spin-half rotation by `π` about `n`. -/
def halfTurn (n : Fin 3 → ℝ) : Matrix (Fin 2) (Fin 2) ℂ :=
  (-Complex.I) • !![(n 2 : ℂ), n 0 - Complex.I * n 1; n 0 + Complex.I * n 1, -(n 2 : ℂ)]

/-- The determinant of `a - i b·σ` is `a² + b·b`. -/
theorem det_form (a : ℝ) (b : Fin 3 → ℝ) :
    ((a : ℂ) • (1 : Matrix (Fin 2) (Fin 2) ℂ) + halfTurn b).det
      = ((a ^ 2 + b ⬝ᵥ b : ℝ) : ℂ) := by
  apply Complex.ext <;>
    simp [halfTurn, Matrix.det_fin_two, dotProduct, Fin.sum_univ_three, pow_two] <;> ring

/-- The anticommutator of `a - i b·σ` with `-i n·σ` is `-2 b·n + 2a (-i n·σ)`. -/
theorem anticommutator (a : ℝ) (b n : Fin 3 → ℝ) :
    ((a : ℂ) • (1 : Matrix (Fin 2) (Fin 2) ℂ) + halfTurn b) * halfTurn n
      + halfTurn n * ((a : ℂ) • (1 : Matrix (Fin 2) (Fin 2) ℂ) + halfTurn b)
      = ((-2 * (b ⬝ᵥ n) : ℝ) : ℂ) • (1 : Matrix (Fin 2) (Fin 2) ℂ)
        + halfTurn ((2 * a) • n) := by
  ext i j
  -- expand the products before inserting the entries
  simp only [Matrix.add_apply, Matrix.mul_apply, Fin.sum_univ_two]
  fin_cases i <;> fin_cases j <;> apply Complex.ext <;>
    simp [halfTurn, dotProduct, Fin.sum_univ_three] <;> ring

/-- The matrices `-i m·σ` and `-i n·σ` anticommute when `m` and `n` are orthogonal. -/
theorem halfTurn_anticommute {m n : Fin 3 → ℝ} (h : m ⬝ᵥ n = 0) :
    halfTurn m * halfTurn n = -(halfTurn n * halfTurn m) := by
  have h0 : halfTurn 0 = 0 := by
    ext i j
    fin_cases i <;> fin_cases j <;> simp [halfTurn]
  have key := anticommutator 0 m n
  rw [h, mul_zero, mul_zero, zero_smul, h0, Complex.ofReal_zero, zero_smul] at key
  simp only [zero_add] at key
  exact eq_neg_of_add_eq_zero_left key

/-- The elements of SU(2) are exactly the matrices `a - i b·σ` with `a`, `b` real and
`a² + b·b = 1`. -/
theorem mem_SU2_iff (V : Matrix (Fin 2) (Fin 2) ℂ) :
    V ∈ SU2 ↔ ∃ (a : ℝ) (b : Fin 3 → ℝ), a ^ 2 + b ⬝ᵥ b = 1 ∧
      V = (a : ℂ) • (1 : Matrix (Fin 2) (Fin 2) ℂ) + halfTurn b := by
  constructor
  · intro hV
    obtain ⟨hu, hd⟩ := Matrix.mem_specialUnitaryGroup_iff.1 hV
    -- for a unitary matrix of determinant one the adjoint is the adjugate
    have hs : star V = V.adjugate := by
      calc star V = star V * (V * V.adjugate) := by
            rw [Matrix.mul_adjugate, hd, one_smul, mul_one]
        _ = V.adjugate := by
            rw [← mul_assoc, Matrix.mem_unitaryGroup_iff'.1 hu, one_mul]
    rw [Matrix.adjugate_fin_two] at hs
    have h11 : star (V 0 0) = V 1 1 := by
      simpa [Matrix.star_apply] using congrFun (congrFun hs 0) 0
    have h01 : star (V 1 0) = -V 0 1 := by
      simpa [Matrix.star_apply] using congrFun (congrFun hs 0) 1
    have e01 : V 0 1 = -star (V 1 0) := by rw [h01, neg_neg]
    have hform : V = ((V 0 0).re : ℂ) • (1 : Matrix (Fin 2) (Fin 2) ℂ)
        + halfTurn ![-(V 1 0).im, (V 1 0).re, -(V 0 0).im] := by
      ext i j
      fin_cases i <;> fin_cases j <;> apply Complex.ext <;> simp [halfTurn, ← h11, e01]
    have hn := hd
    rw [hform, det_form] at hn
    exact ⟨_, _, Complex.ofReal_eq_one.1 hn, hform⟩
  · rintro ⟨a, b, h, rfl⟩
    have hd := det_form a b
    rw [h, Complex.ofReal_one] at hd
    have hs : star ((a : ℂ) • (1 : Matrix (Fin 2) (Fin 2) ℂ) + halfTurn b)
        = ((a : ℂ) • (1 : Matrix (Fin 2) (Fin 2) ℂ) + halfTurn b).adjugate := by
      rw [Matrix.adjugate_fin_two]
      ext i j
      fin_cases i <;> fin_cases j <;> apply Complex.ext <;>
        simp [halfTurn, Matrix.star_apply]
    refine Matrix.mem_specialUnitaryGroup_iff.2 ⟨Matrix.mem_unitaryGroup_iff.2 ?_, hd⟩
    rw [hs, Matrix.mul_adjugate, hd, one_smul]

/-- An element of SU(2) is traceless exactly when it is `-i n·σ` for a real unit vector `n`. -/
theorem trace_eq_zero_iff {U : Matrix (Fin 2) (Fin 2) ℂ} (hU : U ∈ SU2) :
    U.trace = 0 ↔ ∃ n : Fin 3 → ℝ, n ⬝ᵥ n = 1 ∧ U = halfTurn n := by
  have ht (b : Fin 3 → ℝ) : (halfTurn b).trace = 0 := by
    simp [halfTurn, Matrix.trace_fin_two]
  constructor
  · intro h
    obtain ⟨a, b, hab, rfl⟩ := (mem_SU2_iff U).1 hU
    rw [Matrix.trace_add, ht, Matrix.trace_smul, Matrix.trace_one] at h
    have ha : a = 0 := by simpa using h
    subst ha
    exact ⟨b, by simpa using hab, by simp⟩
  · rintro ⟨n, _, rfl⟩
    exact ht n

/-- Every vector in space has a unit vector orthogonal to it. -/
theorem exists_orthogonal_axis (n : Fin 3 → ℝ) :
    ∃ m : Fin 3 → ℝ, m ⬝ᵥ m = 1 ∧ m ⬝ᵥ n = 0 := by
  -- take the x axis if n has no x component, otherwise rotate the xy projection of n by π/2
  by_cases h : n 0 = 0
  · exact ⟨![1, 0, 0], by simp [dotProduct, Fin.sum_univ_three],
      by simp [dotProduct, Fin.sum_univ_three, h]⟩
  · have hp : 0 < n 0 ^ 2 + n 1 ^ 2 := by positivity
    obtain ⟨s, hs0, hs⟩ : ∃ s : ℝ, s ≠ 0 ∧ s ^ 2 = n 0 ^ 2 + n 1 ^ 2 :=
      ⟨√(n 0 ^ 2 + n 1 ^ 2), (Real.sqrt_pos.2 hp).ne', Real.sq_sqrt hp.le⟩
    have e1 : (-n 1 / s) * (-n 1 / s) + (n 0 / s) * (n 0 / s) + 0 * 0 = 1 := by
      field_simp
      linarith
    have e2 : (-n 1 / s) * n 0 + (n 0 / s) * n 1 + 0 * n 2 = 0 := by ring
    refine ⟨![-n 1 / s, n 0 / s, 0], ?_, ?_⟩
    · simpa [dotProduct, Fin.sum_univ_three] using e1
    · simpa [dotProduct, Fin.sum_univ_three] using e2

/-- For a unit vector `n`, an element `V` of SU(2) conjugates `-i n·σ` into its negative exactly
when `V = -i m·σ` with `m` a unit vector orthogonal to `n`. -/
theorem conj_halfTurn_eq_neg_iff {n : Fin 3 → ℝ} (hn : n ⬝ᵥ n = 1)
    {V : Matrix (Fin 2) (Fin 2) ℂ} (hV : V ∈ SU2) :
    V * halfTurn n * Vᴴ = -halfTurn n ↔
      ∃ m : Fin 3 → ℝ, m ⬝ᵥ m = 1 ∧ m ⬝ᵥ n = 0 ∧ V = halfTurn m := by
  have hu := (Matrix.mem_specialUnitaryGroup_iff.1 hV).1
  have h1 : V * Vᴴ = 1 := Matrix.mem_unitaryGroup_iff.1 hu
  have h2 : Vᴴ * V = 1 := Matrix.mem_unitaryGroup_iff'.1 hu
  constructor
  · intro h
    have hanti : V * halfTurn n + halfTurn n * V = 0 := by
      calc V * halfTurn n + halfTurn n * V
          = V * halfTurn n * (Vᴴ * V) + halfTurn n * V := by rw [h2, mul_one]
        _ = (V * halfTurn n * Vᴴ) * V + halfTurn n * V := by simp only [mul_assoc]
        _ = 0 := by rw [h, neg_mul, neg_add_cancel]
    obtain ⟨a, b, hab, rfl⟩ := (mem_SU2_iff V).1 hV
    -- the determinant of the vanishing anticommutator is a sum of squares
    rw [anticommutator] at hanti
    have hdet := det_form (-2 * (b ⬝ᵥ n)) ((2 * a) • n)
    rw [hanti, Matrix.det_zero] at hdet
    have hr : (-2 * (b ⬝ᵥ n)) ^ 2 + ((2 * a) • n) ⬝ᵥ ((2 * a) • n) = 0 :=
      Complex.ofReal_eq_zero.1 hdet.symm
    rw [smul_dotProduct, dotProduct_smul, hn, smul_eq_mul, smul_eq_mul] at hr
    have ha : a = 0 := by
      have : a ^ 2 = 0 := by nlinarith [sq_nonneg (b ⬝ᵥ n), sq_nonneg a]
      exact pow_eq_zero_iff two_ne_zero |>.1 this
    have hb : b ⬝ᵥ n = 0 := by
      have : (b ⬝ᵥ n) ^ 2 = 0 := by nlinarith [sq_nonneg (b ⬝ᵥ n), sq_nonneg a]
      exact pow_eq_zero_iff two_ne_zero |>.1 this
    subst ha
    exact ⟨b, by simpa using hab, hb, by simp⟩
  · rintro ⟨m, _, hmn, hm⟩
    have hanti : V * halfTurn n = -(halfTurn n * V) := by
      rw [hm]
      exact halfTurn_anticommute hmn
    rw [hanti, neg_mul, mul_assoc, h1, mul_one]

/-- An element `U` of SU(2) is conjugate within SU(2) to `-U` exactly when its trace vanishes. -/
theorem conj_neg_iff_trace_eq_zero {U : Matrix (Fin 2) (Fin 2) ℂ} (hU : U ∈ SU2) :
    (∃ V ∈ SU2, V * U * Vᴴ = -U) ↔ U.trace = 0 := by
  constructor
  · rintro ⟨V, hV, h⟩
    have h2 : Vᴴ * V = 1 :=
      Matrix.mem_unitaryGroup_iff'.1 (Matrix.mem_specialUnitaryGroup_iff.1 hV).1
    -- conjugation preserves the trace
    have ht := congrArg Matrix.trace h
    rw [Matrix.trace_mul_cycle, h2, one_mul, Matrix.trace_neg] at ht
    linear_combination ht / 2
  · intro h
    obtain ⟨n, hn, rfl⟩ := (trace_eq_zero_iff hU).1 h
    obtain ⟨m, hm, hmn⟩ := exists_orthogonal_axis n
    have hV : halfTurn m ∈ SU2 :=
      (mem_SU2_iff _).2 ⟨0, m, by simpa using hm, by simp⟩
    exact ⟨halfTurn m, hV, (conj_halfTurn_eq_neg_iff hn hV).2 ⟨m, hm, hmn, rfl⟩⟩

/-- Opechowski rule for a subgroup `G` of SU(2): an element `U` of SU(2) is carried to `-U` by
conjugation with an element of `G` exactly when `U` is a half turn about some axis and `G`
contains a half turn about an orthogonal axis. -/
theorem opechowski_rule (G : Subgroup SU2) (U : SU2) :
    (∃ V ∈ G, V.1 * U.1 * V.1ᴴ = -U.1) ↔
      ∃ n m : Fin 3 → ℝ, n ⬝ᵥ n = 1 ∧ m ⬝ᵥ m = 1 ∧ m ⬝ᵥ n = 0 ∧
        U.1 = halfTurn n ∧ ∃ V ∈ G, V.1 = halfTurn m := by
  constructor
  · rintro ⟨V, hVG, h⟩
    obtain ⟨n, hn, hUn⟩ :=
      (trace_eq_zero_iff U.2).1 ((conj_neg_iff_trace_eq_zero U.2).1 ⟨V.1, V.2, h⟩)
    rw [hUn] at h
    obtain ⟨m, hm, hmn, hVm⟩ := (conj_halfTurn_eq_neg_iff hn V.2).1 h
    exact ⟨n, m, hn, hm, hmn, hUn, V, hVG, hVm⟩
  · rintro ⟨n, m, hn, hm, hmn, hUn, V, hVG, hVm⟩
    refine ⟨V, hVG, ?_⟩
    rw [hUn]
    exact (conj_halfTurn_eq_neg_iff hn V.2).2 ⟨m, hm, hmn, hVm⟩

/-- In a matrix representation of a subgroup of SU(2) that sends `-1` to `-1`, the character of a
half turn vanishes if the subgroup also contains a half turn about an orthogonal axis. -/
theorem character_halfTurn_eq_zero {k : Type*} [Fintype k] [DecidableEq k]
    (G : Subgroup SU2) (ρ : G →* Matrix k k ℂ) (z U V : G)
    (hz : z.1.1 = -1) (hρ : ρ z = -1) {n m : Fin 3 → ℝ} (hmn : m ⬝ᵥ n = 0)
    (hU : U.1.1 = halfTurn n) (hV : V.1.1 = halfTurn m) :
    (ρ U).trace = 0 := by
  have h : V * U = z * (U * V) := by
    apply Subtype.ext
    apply Subtype.ext
    change V.1.1 * U.1.1 = z.1.1 * (U.1.1 * V.1.1)
    rw [hz, hU, hV, halfTurn_anticommute hmn, neg_one_mul]
  have h2 : ρ V * ρ U = -(ρ U * ρ V) := by
    rw [← map_mul ρ V U, h, map_mul ρ z, map_mul ρ U V, hρ, neg_one_mul]
  have h3 : ρ V * ρ V⁻¹ = 1 := by rw [← map_mul ρ V, mul_inv_cancel, map_one]
  have h4 : ρ V⁻¹ * ρ V = 1 := by rw [← map_mul ρ V⁻¹, inv_mul_cancel, map_one]
  -- the character is a class function, so it equals its own negative
  have ht := Matrix.trace_mul_cycle (ρ V) (ρ U) (ρ V⁻¹)
  rw [h4, one_mul, h2, neg_mul, mul_assoc, h3, mul_one, Matrix.trace_neg] at ht
  linear_combination -ht / 2

end

end OpechowskiRule
```

```lean
#print axioms OpechowskiRule.conj_neg_iff_trace_eq_zero
#print axioms OpechowskiRule.opechowski_rule
#print axioms OpechowskiRule.character_halfTurn_eq_zero
```

```
'OpechowskiRule.conj_neg_iff_trace_eq_zero' depends on axioms: [propext, Classical.choice, Quot.sound]
'OpechowskiRule.opechowski_rule' depends on axioms: [propext, Classical.choice, Quot.sound]
'OpechowskiRule.character_halfTurn_eq_zero' depends on axioms: [propext, Classical.choice, Quot.sound]
```

## Reading the theorems and their limits

`SU2` is Mathlib's special unitary group of complex \(2\times2\) matrices, and `halfTurn n` is \(H(n)\), defined for every real vector. Unit length appears as `n ⬝ᵥ n = 1`, orthogonality as `m ⬝ᵥ n = 0`, and `Vᴴ` is \(V^\dagger\). The definition fixes the basis in which \(\sigma_z\) is diagonal and the sign convention \(e^{-i\theta\, n\cdot\sigma/2}\) for a rotation by \(\theta\).

The trace test is `conj_neg_iff_trace_eq_zero`, and the description of the conjugating elements is `conj_halfTurn_eq_neg_iff`. The latter assumes a unit vector `n`; for \(n=0\) the matrix \(H(n)\) is zero and every \(V\) would satisfy the equation.

In `opechowski_rule`, `G` is any subgroup of SU(2), finite or infinite, and `U` need not belong to it. For a statement about classes of \(G\), take \(U\) in \(G\). The theorem then decides whether \(U\) and \(-U\) share a class; it does not list the remaining members of that class or count the classes of a double group.

In `character_halfTurn_eq_zero`, `ρ` is a homomorphism into finite square complex matrices, which need be neither unitary nor irreducible. The element `z` is \(-1\), and the hypothesis `hρ` says that a rotation by \(2\pi\) reverses the sign of every state, as it does for half-integer spin. Unit length of `n` and `m` is not listed because membership in SU(2) forces it.

The proofs follow the derivation closely:

- `det_form` compares the real and imaginary parts of the determinant, `anticommutator` those of the matrix entries, and both finish with `ring`.
- `mem_SU2_iff` equates the adjoint with the adjugate, and `trace_eq_zero_iff` then sets \(a=0\).
- `conj_halfTurn_eq_neg_iff` applies `det_form` to the vanishing anticommutator, and `nlinarith` extracts \(a=0\) and \(b\cdot n=0\) from the sum of squares. The converse uses `halfTurn_anticommute`.
- `conj_neg_iff_trace_eq_zero` takes its orthogonal vector from `exists_orthogonal_axis`. Both it and the character theorem use `Matrix.trace_mul_cycle` for the invariance of the trace.

Improper operations are not modelled: the spin matrix alone does not distinguish an operation from its product with inversion, so a group that contains both needs further data, such as the spatial parity of each element. The theorems also concern exact matrices, so the tolerance for calling a floating-point trace or dot product zero remains the program's responsibility.
